# On a finite grid, full exchange cancels the self-cell Coulomb value for a fully polarized determinant but not for a closed shell

The Coulomb kernel \(1/|r-r'|\) is infinite at coincidence, so a direct sum over pairs of grid cells needs some finite number for the interaction of a cell with itself. Here that number is left open: the kernel \(v(x,y)\) is any real function of two cells \(x,y\) of a finite grid `X`, and a constant \(c\) is added to all its diagonal values while the orbitals stay fixed. The results give the resulting change in Hartree energy plus a fraction \(a\) of Fock exchange. They describe neither the response of self-consistent orbitals to \(c\) nor the continuum limit.

In Lean 4 with Mathlib:

```lean
import Mathlib

open ComplexConjugate

namespace CoulombSelfCell

noncomputable section

variable {X ι κ : Type*} [Fintype ι] [Fintype κ]
```

## Density and exchange are built from the same orbitals

The up orbitals are \(\phi_i\) and the down orbitals \(\psi_j\), two finite families of complex functions on the grid. Cell volumes are absorbed into them, so that \(|\phi_i(x)|^2\) is an electron number in cell \(x\). For the up channel,

\[
\gamma_\phi(x,y)=\sum_i\phi_i(x)\phi_i^*(y),\qquad n_\phi(x)=\sum_i|\phi_i(x)|^2,
\]

and likewise for \(\psi\). The total density is \(n=n_\phi+n_\psi\) and the spin density is \(m=n_\phi-n_\psi\). Determinants are the case of orthonormal orbitals, but orthonormality is never used.

```lean
/-- The one-particle density matrix of the occupied orbitals of one spin channel. -/
def densityMatrix (φ : ι → X → ℂ) (x y : X) : ℂ := ∑ i, φ i x * conj (φ i y)

/-- The density of one spin channel: the sum of the squared moduli of its orbitals. -/
def density (φ : ι → X → ℂ) (x : X) : ℝ := ∑ i, ‖φ i x‖ ^ 2

/-- The total density, spin up plus spin down. -/
def totalDensity (φ : ι → X → ℂ) (ψ : κ → X → ℂ) (x : X) : ℝ := density φ x + density ψ x

/-- The spin density, spin up minus spin down. -/
def spinDensity (φ : ι → X → ℂ) (ψ : κ → X → ℂ) (x : X) : ℝ := density φ x - density ψ x
```

Setting \(y=x\) gives \(\gamma_\phi(x,x)=n_\phi(x)\ge 0\). In `norm_densityMatrix_diag`, `Complex.mul_conj` performs this step orbital by orbital, and non-negativity then removes the modulus.

```lean
/-- The density of a spin channel is nowhere negative. -/
theorem density_nonneg (φ : ι → X → ℂ) (x : X) : 0 ≤ density φ x :=
  Finset.sum_nonneg fun _ _ => sq_nonneg _

/-- On the diagonal, the modulus of the density matrix is the density. -/
theorem norm_densityMatrix_diag (φ : ι → X → ℂ) (x : X) :
    ‖densityMatrix φ x x‖ = density φ x := by
  have h : densityMatrix φ x x = ((density φ x : ℝ) : ℂ) := by
    simp only [densityMatrix, density, Complex.ofReal_sum]
    refine Finset.sum_congr rfl fun i _ => ?_
    rw [Complex.mul_conj, Complex.normSq_eq_norm_sq]
  rw [h, Complex.norm_real, Real.norm_of_nonneg (density_nonneg φ x)]
```

## The same constant is added to every diagonal value, and nowhere else

The shifted kernel is \(v(x,y)+c\,\delta_{xy}\). It enters the energy

\[
E_a=\tfrac12\sum_{x,y}v(x,y)n(x)n(y)-\tfrac a2\sum_{x,y}v(x,y)\left(|\gamma_\phi(x,y)|^2+|\gamma_\psi(x,y)|^2\right),
\]

which is `hybrid a v φ ψ`. Exchange acts only within a spin channel. Energy terms that do not contain \(v\) are omitted, and would drop out of the difference at fixed orbitals.

```lean
/-- The interaction kernel with `c` added to every diagonal (self-cell) value. -/
def shiftDiag [DecidableEq X] (c : ℝ) (v : X → X → ℝ) (x y : X) : ℝ :=
  v x y + if x = y then c else 0

variable [Fintype X]

/-- The Hartree energy of a density `n` on the grid. -/
def hartree (v : X → X → ℝ) (n : X → ℝ) : ℝ :=
  1 / 2 * ∑ x, ∑ y, v x y * (n x * n y)

/-- The Fock exchange energy of one spin channel. -/
def exchange (v : X → X → ℝ) (φ : ι → X → ℂ) : ℝ :=
  -(1 / 2) * ∑ x, ∑ y, v x y * ‖densityMatrix φ x y‖ ^ 2

/-- Hartree energy plus the fraction `a` of Fock exchange, with up orbitals `φ` and
down orbitals `ψ`. -/
def hybrid (a : ℝ) (v : X → X → ℝ) (φ : ι → X → ℂ) (ψ : κ → X → ℂ) : ℝ :=
  hartree v (totalDensity φ ψ) + a * (exchange v φ + exchange v ψ)
```

For any pair weight \(w\), the Kronecker delta leaves one sum:

\[
\sum_{x,y}(v(x,y)+c\,\delta_{xy})w(x,y)=\sum_{x,y}v(x,y)w(x,y)+c\sum_x w(x,x).
\]

This is `sum_shiftDiag`. With \(w=n(x)n(y)\), the Hartree energy rises by \(\tfrac c2\sum_x n(x)^2\). With \(w=|\gamma_\phi(x,y)|^2\), whose diagonal is \(n_\phi(x)^2\), the exchange energy falls by \(\tfrac c2\sum_x n_\phi(x)^2\). If the constant varied from cell to cell, it would have to stay inside these sums.

```lean
variable [DecidableEq X]

/-- In a pair sum weighted by the kernel, the diagonal shift adds `c` times the sum of the
diagonal weights. -/
theorem sum_shiftDiag (c : ℝ) (v w : X → X → ℝ) :
    ∑ x, ∑ y, shiftDiag c v x y * w x y = ∑ x, ∑ y, v x y * w x y + c * ∑ x, w x x := by
  simp only [shiftDiag, add_mul, ite_mul, zero_mul, Finset.sum_add_distrib,
    Finset.sum_ite_eq, Finset.mem_univ, if_true, Finset.mul_sum]

/-- The diagonal shift raises the Hartree energy by `c/2` times the sum of `n²`. -/
theorem hartree_shift (c : ℝ) (v : X → X → ℝ) (n : X → ℝ) :
    hartree (shiftDiag c v) n = hartree v n + c / 2 * ∑ x, n x ^ 2 := by
  have h := sum_shiftDiag c v (fun x y => n x * n y)
  simp only [← sq] at h
  unfold hartree
  rw [h]
  ring

/-- The diagonal shift lowers the exchange energy of a spin channel by `c/2` times the sum
of the squared density of that channel. -/
theorem exchange_shift (c : ℝ) (v : X → X → ℝ) (φ : ι → X → ℂ) :
    exchange (shiftDiag c v) φ = exchange v φ - c / 2 * ∑ x, density φ x ^ 2 := by
  have h := sum_shiftDiag c v (fun x y => ‖densityMatrix φ x y‖ ^ 2)
  simp only [norm_densityMatrix_diag] at h
  unfold exchange
  rw [h]
  ring
```

The exchange step is where the shared orbitals matter. Suppose the density came from one electron localized in a single cell, but the density matrix from an orbital spread evenly over two cells. At \(a=1\) the change would be \(\tfrac c2-\tfrac c2(\tfrac14+\tfrac14)=\tfrac c4\), not zero. For this one-channel cancellation, the two sources must at least agree on \(\sum_x n(x)^2=\sum_x\gamma(x,x)^2\).

Adding the contributions and using \(n_\phi=(n+m)/2\), \(n_\psi=(n-m)/2\), so that \(n_\phi^2+n_\psi^2=(n^2+m^2)/2\), gives

\[
\Delta E_a=\frac c2\sum_x\left[n^2-a(n_\phi^2+n_\psi^2)\right]
=\frac c4\sum_x\left[(2-a)n^2-a\,m^2\right].
\]

In `hybrid_shift`, `key` is the spin-density identity summed over cells; the three energy shifts are then substituted.

```lean
/-- For any spin polarization, the diagonal shift changes Hartree plus `a` times exchange by
`c/4` times the sum of `(2 - a) n² - a m²`, with `n` the total and `m` the spin density. -/
theorem hybrid_shift (a c : ℝ) (v : X → X → ℝ) (φ : ι → X → ℂ) (ψ : κ → X → ℂ) :
    hybrid a (shiftDiag c v) φ ψ - hybrid a v φ ψ =
      c / 4 * ∑ x, ((2 - a) * totalDensity φ ψ x ^ 2 - a * spinDensity φ ψ x ^ 2) := by
  -- the squared channel densities add up to (n² + m²)/2
  have key : ∑ x, ((2 - a) * totalDensity φ ψ x ^ 2 - a * spinDensity φ ψ x ^ 2) =
      2 * ∑ x, totalDensity φ ψ x ^ 2
        - 2 * a * (∑ x, density φ x ^ 2 + ∑ x, density ψ x ^ 2) := by
    rw [← Finset.sum_add_distrib, Finset.mul_sum, Finset.mul_sum, ← Finset.sum_sub_distrib]
    refine Finset.sum_congr rfl fun x _ => ?_
    simp only [totalDensity, spinDensity]
    ring
  unfold hybrid
  rw [hartree_shift, exchange_shift, exchange_shift, key]
  ring
```

## The down channel is empty

`[IsEmpty κ]` says that there are no down orbitals: the system is fully spin-polarized. Then \(n_\psi=0\) and \(m=n\), so the bracket becomes \((2-2a)n^2\) and

\[
\Delta E_a=\frac{c(1-a)}2\sum_x n(x)^2.
\]

The proof uses the hypothesis once, to obtain `density ψ x = 0`.

```lean
/-- With no down orbitals, the change is `c(1 - a)/2` times the sum of `n²`. -/
theorem polarized_shift [IsEmpty κ] (a c : ℝ) (v : X → X → ℝ)
    (φ : ι → X → ℂ) (ψ : κ → X → ℂ) :
    hybrid a (shiftDiag c v) φ ψ - hybrid a v φ ψ =
      c * (1 - a) / 2 * ∑ x, totalDensity φ ψ x ^ 2 := by
  rw [hybrid_shift, Finset.mul_sum, Finset.mul_sum]
  refine Finset.sum_congr rfl fun x _ => ?_
  have h : density ψ x = 0 := by simp [density]
  simp only [totalDensity, spinDensity, h]
  ring
```

Put one up and one down electron in a single cell instead. At \(a=1\) the energy changes by \(c\), whereas this formula would give zero. What the example rules out is density of both spins in the same cell; down electrons elsewhere would do no harm.

## Both spins occupy the same orbitals

The closed shell is expressed by passing `φ` twice, as in `hybrid a v φ φ`. Now \(m=0\), and

\[
\Delta E_a=\frac{c(2-a)}4\sum_x n(x)^2.
\]

The proof unfolds \(m\) as `density φ x - density φ x`, which `ring` cancels.

```lean
/-- With the same orbitals for both spins, the change is `c(2 - a)/4` times the sum of `n²`. -/
theorem closedShell_shift (a c : ℝ) (v : X → X → ℝ) (φ : ι → X → ℂ) :
    hybrid a (shiftDiag c v) φ φ - hybrid a v φ φ =
      c * (2 - a) / 4 * ∑ x, totalDensity φ φ x ^ 2 := by
  rw [hybrid_shift, Finset.mul_sum, Finset.mul_sum]
  refine Finset.sum_congr rfl fun x _ => ?_
  simp only [totalDensity, spinDensity]
  ring
```

For a single up electron in one cell, the true change is \(c(1-a)/2\), while the closed-shell formula would give \(c(2-a)/4\). These differ whenever \(ac\ne0\). The example refutes the formula for unequal spin densities; equal densities would suffice even with different orbitals.

## No cell holds density of both spins

At \(a=1\) the general formula reduces, through \(n^2-m^2=4n_\phi n_\psi\), to

\[
\Delta E_1=c\sum_x n_\phi(x)n_\psi(x).
\]

This is the change in the Hartree interaction between opposite spins within a cell, which same-spin exchange does not cancel. Each term is non-negative, so the sum vanishes exactly when every product does. The theorem makes this condition equivalent to independence of \(c\). One direction takes \(c=1\) and applies `Finset.sum_eq_zero_iff_of_nonneg`; the other puts zero into every term.

```lean
/-- With full exchange, the energy is independent of the diagonal shift exactly when no grid
cell carries density of both spins. -/
theorem fullExchange_independent_iff (v : X → X → ℝ) (φ : ι → X → ℂ) (ψ : κ → X → ℂ) :
    (∀ c, hybrid 1 (shiftDiag c v) φ ψ = hybrid 1 v φ ψ) ↔
      ∀ x, density φ x = 0 ∨ density ψ x = 0 := by
  -- what survives full exchange is the change in the opposite-spin interaction within a cell
  have key : ∀ c, hybrid 1 (shiftDiag c v) φ ψ - hybrid 1 v φ ψ =
      c * ∑ x, density φ x * density ψ x := by
    intro c
    rw [hybrid_shift, Finset.mul_sum, Finset.mul_sum]
    refine Finset.sum_congr rfl fun x _ => ?_
    simp only [totalDensity, spinDensity]
    ring
  constructor
  · intro h x
    have e := key 1
    rw [h 1, sub_self, one_mul] at e
    exact mul_eq_zero.1 ((Finset.sum_eq_zero_iff_of_nonneg (fun y _ =>
      mul_nonneg (density_nonneg φ y) (density_nonneg ψ y))).1 e.symm x (Finset.mem_univ x))
  · intro h c
    have e := key c
    rw [Finset.sum_eq_zero (fun x _ => mul_eq_zero.2 (h x)), mul_zero] at e
    linarith
```

## Some up orbital is nonzero somewhere

The hypothesis `hφ : φ i x ≠ 0` says that there is charge on the grid. It makes \(\sum_x n(x)^2\) strictly positive, so independence of \(c\) forces the prefactor to vanish: \(a=1\) with an empty down channel, \(a=2\) for a closed shell. In the proof, `hd` and `hS` supply the positivity, and \(c=1\) isolates the prefactor. If all orbitals were zero, every energy would be zero, and independence would hold at \(a=0\) too, contradicting both equivalences.

```lean
/-- If some up orbital is nonzero somewhere, the energy is independent of the diagonal shift exactly
at `a = 1` when there are no down orbitals, and exactly at `a = 2` for a closed shell. -/
theorem independent_iff_fraction [IsEmpty κ] (a : ℝ) (v : X → X → ℝ)
    (φ : ι → X → ℂ) (ψ : κ → X → ℂ) {i : ι} {x : X} (hφ : φ i x ≠ 0) :
    ((∀ c, hybrid a (shiftDiag c v) φ ψ = hybrid a v φ ψ) ↔ a = 1) ∧
    ((∀ c, hybrid a (shiftDiag c v) φ φ = hybrid a v φ φ) ↔ a = 2) := by
  have hd : 0 < density φ x :=
    Finset.sum_pos' (fun _ _ => sq_nonneg _)
      ⟨i, Finset.mem_univ i, pow_pos (norm_pos_iff.mpr hφ) 2⟩
  have hS : ∀ n : X → ℝ, 0 < n x → 0 < ∑ y, n y ^ 2 := fun n hn =>
    Finset.sum_pos' (fun _ _ => sq_nonneg _) ⟨x, Finset.mem_univ x, pow_pos hn 2⟩
  have h1 := hS (totalDensity φ ψ) (add_pos_of_pos_of_nonneg hd (density_nonneg ψ x))
  have h2 := hS (totalDensity φ φ) (add_pos hd hd)
  refine ⟨⟨fun h => ?_, ?_⟩, ⟨fun h => ?_, ?_⟩⟩
  · have e := polarized_shift a 1 v φ ψ
    rw [h 1, sub_self] at e
    have e' : (1 - a) * ∑ y, totalDensity φ ψ y ^ 2 = 0 := by linarith
    linarith [(mul_eq_zero.1 e').resolve_right h1.ne']
  · rintro rfl c
    linarith [polarized_shift 1 c v φ ψ]
  · have e := closedShell_shift a 1 v φ
    rw [h 1, sub_self] at e
    have e' : (2 - a) * ∑ y, totalDensity φ φ y ^ 2 = 0 := by linarith
    linarith [(mul_eq_zero.1 e').resolve_right h2.ne']
  · rintro rfl c
    linarith [closedShell_shift 2 c v φ]

end

end CoulombSelfCell
```

```lean
#print axioms CoulombSelfCell.fullExchange_independent_iff
#print axioms CoulombSelfCell.independent_iff_fraction
```

```
'CoulombSelfCell.fullExchange_independent_iff' depends on axioms: [propext, Classical.choice, Quot.sound]
'CoulombSelfCell.independent_iff_fraction' depends on axioms: [propext, Classical.choice, Quot.sound]
```

For a global hybrid functional with \(0<a<1\), evaluated on a finite grid with fixed, nonzero orbitals and with one kernel for both the Hartree and the exchange term, the self-cell value therefore affects the energy in both spin cases. If two such implementations share the grid, the orbitals and the off-diagonal kernel, but their diagonal values differ by a nonzero constant \(c\), their values of Hartree energy plus \(a\) times exchange differ by the amounts derived above.
